# For finitely many free fermion modes, the complex-frequency Green function in every normalised energy eigenstate is the one-particle resolvent

## Adding and removing an electron

Take electrons that hop between finitely many orbitals without interacting. Each orbital here includes a spin label, so it holds at most one electron. The one-particle Green function describes the response to adding an electron and to removing one. Each process depends on the state: an electron cannot be added to a filled orbital or removed from an empty one. Does the sum of the two responses still depend on which many-body eigenstate the system occupies?

Let \(a_p\) annihilate an electron in orbital \(p\), and let \(c_p=a_p^\dagger\) create one. They satisfy

\[
a_pa_q+a_qa_p=0,\qquad a_pc_q+c_qa_p=\delta_{pq}.
\]

Let \(h\) be a Hermitian matrix of orbital energies and hopping amplitudes, and let

\[
H=\sum_{p,q}h_{pq}c_pa_q .
\]

Let \(v\) be a unit vector with \(Hv=Ev\), and write \(\langle A\rangle=\langle v,Av\rangle\). For a complex frequency \(z\), the particle and hole parts are

\[
G^+_{pq}=\langle a_p(z+E-H)^{-1}c_q\rangle,\qquad
G^-_{pq}=\langle c_q(z-E+H)^{-1}a_p\rangle .
\]

The result is that, for every non-real \(z\),

\[
G^++G^-=(z-h)^{-1}.
\]

The right-hand side contains neither \(v\) nor \(E\). For non-interacting electrons in a finite orbital basis, this is the bare Green function that enters the Dyson equation at complex frequency \(z\), and an exact-diagonalisation program with its interaction switched off should reproduce it from any eigenstate.

## Two equations of motion with one sum

**The commutator.** For one hopping term,

\[
a_pc_ra_s-c_ra_sa_p=(a_pc_r+c_ra_p)a_s-c_r(a_pa_s+a_sa_p)=\delta_{pr}a_s .
\]

Multiplying by \(h_{rs}\) and summing gives \([a_p,H]=\sum_s h_{ps}a_s\).

**The resolvents exist.** Since \((h_{pq}c_pa_q)^\dagger=h_{qp}c_qa_p\), the Hamiltonian is Hermitian. Suppose \(A\) is Hermitian and \((w-A)x=0\) with \(x\neq0\). Letting \(A\) act to the right and to the left in \(\langle x,Ax\rangle\) gives \(w\langle x,x\rangle=\bar w\langle x,x\rangle\), so \(w\) is real. Hence \(w-A\) is invertible for non-real \(w\). Use \(w=z+E\), \(A=H\) for the particle part and \(w=z-E\), \(A=-H\) for the hole part.

**The particle part.** Put \(R=(z+E-H)^{-1}\). Inserting \((z+E-H)R=1\) gives

\[
\langle a_pc_q\rangle=(z+E)G^+_{pq}-\langle a_pHRc_q\rangle .
\]

Now \(a_pH=Ha_p+\sum_sh_{ps}a_s\), and \(\langle HB\rangle=E\langle B\rangle\) for every operator \(B\), because \(H\) is Hermitian and \(E\) is real. The terms in \(E\) cancel:

\[
\langle a_pc_q\rangle=zG^+_{pq}-\sum_sh_{ps}G^+_{sq}.
\]

**The hole part.** Put \(S=(z-E+H)^{-1}\). Inserting \(S(z-E+H)=1\) gives

\[
\langle c_qa_p\rangle=(z-E)G^-_{pq}+\langle c_qSHa_p\rangle .
\]

With \(Ha_p=a_pH-\sum_sh_{ps}a_s\) and \(\langle BH\rangle=E\langle B\rangle\), this becomes

\[
\langle c_qa_p\rangle=zG^-_{pq}-\sum_sh_{ps}G^-_{sq}.
\]

**The sum.** Adding the two equations gives

\[
[(z-h)(G^++G^-)]_{pq}=\langle a_pc_q+c_qa_p\rangle=\delta_{pq}\langle v,v\rangle=\delta_{pq}.
\]

A right inverse of a finite square matrix is its inverse, which proves the result. The occupations enter each source term separately and disappear from their sum.

## Two orbitals holding one electron

Number the orbitals 0 and 1, and take

\[
h=\begin{pmatrix}0&12\\12&7\end{pmatrix},\qquad
u=\tfrac15\begin{pmatrix}3\\4\end{pmatrix},\qquad
y=\tfrac15\begin{pmatrix}4\\-3\end{pmatrix}.
\]

Then \(hu=16u\) and \(hy=-9y\). Put one electron in \(u\), so that \(v=\tfrac35c_0|0\rangle+\tfrac45c_1|0\rangle\) and \(E=16\).

Removing the electron leaves the vacuum, of energy 0, so \(G^-_{pq}=u_pu_q/(z-16)\). Adding one gives \(c_qv=y_q\,c_0c_1|0\rangle\), of energy \(0+7=7\), so \(G^+_{pq}=y_py_q/(z+9)\). The upper-left entry of the sum is

\[
\frac{16/25}{z+9}+\frac{9/25}{z-16}=\frac{z-7}{(z+9)(z-16)},
\]

which is the corresponding entry of \((z-h)^{-1}\), since \(\det(z-h)=z^2-7z-144\). In the vacuum the hole part vanishes, and the particle part alone supplies both poles.

## How the Lean statement encodes the model

The type `ι` labels orbitals and `m` labels many-body basis states; both are finite. The annihilators form a family `a : ι → Matrix m m ℂ`, and the creator is the conjugate transpose `(a q)ᴴ`. `IsCAR a` holds the two anticommutation relations; its Kronecker delta means that the orbitals are orthonormal. No vacuum vector or particular Fock basis is assumed.

`hamiltonian h a` is \(H\), `expect v` is \(\langle\,\cdot\,\rangle\), and `particleGreen` and `holeGreen` are \(G^+\) and \(G^-\), as matrices with row \(p\) and column \(q\). In `green_eq_resolvent`, `hh` says that \(h\) is Hermitian, `hn` that \(v\) is normalised, `hv` that \(Hv=Ev\) with `E : ℝ`, and `hz` that \(z\) is non-real. The state need not be a ground state, a Slater determinant or a state of definite particle number.

Both parts use the same \(z\), with energies and frequencies in the same units and no chemical potential subtracted. The time-ordered function instead takes \(\omega+i\eta\) in the particle part and \(\omega-i\eta\) in the hole part, with \(\omega\) real and \(\eta>0\), so it does depend on the occupations. Setting \(z=\omega+i\eta\) with \(\eta>0\) gives a retarded function with broadening \(\eta\); the limit \(\eta\to0\) is not treated. Nor are interactions, pairing terms, thermal averages or infinitely many orbitals.

## The complete Lean file

```lean
import Mathlib

open Matrix
open scoped ComplexOrder

namespace FreeFermionGreenFunction

noncomputable section

variable {ι m : Type*} [Fintype ι] [DecidableEq ι] [Fintype m] [DecidableEq m]

/-- The canonical anticommutation relations for annihilation matrices `a p`, with the
conjugate transposes `(a p)ᴴ` as creation matrices. -/
structure IsCAR (a : ι → Matrix m m ℂ) : Prop where
  anti : ∀ p q, a p * a q + a q * a p = 0
  mixed : ∀ p q, a p * (a q)ᴴ + (a q)ᴴ * a p = if p = q then 1 else 0

/-- The one-body Hamiltonian `H = ∑ h_pq c_p a_q`. -/
def hamiltonian (h : Matrix ι ι ℂ) (a : ι → Matrix m m ℂ) : Matrix m m ℂ :=
  ∑ p, ∑ q, h p q • ((a p)ᴴ * a q)

/-- The expectation value `⟨v, A v⟩`, as a linear functional of the operator `A`. -/
def expect (v : m → ℂ) : Matrix m m ℂ →ₗ[ℂ] ℂ where
  toFun A := star v ⬝ᵥ (A *ᵥ v)
  map_add' A B := by rw [Matrix.add_mulVec, dotProduct_add]
  map_smul' k A := by rw [Matrix.smul_mulVec, dotProduct_smul]; rfl

/-- The particle (electron addition) part `⟨v, a_p (z + E - H)⁻¹ c_q v⟩`. -/
def particleGreen (H : Matrix m m ℂ) (a : ι → Matrix m m ℂ) (v : m → ℂ) (E : ℝ) (z : ℂ) :
    Matrix ι ι ℂ :=
  Matrix.of fun p q => expect v (a p * ((z + E) • (1 : Matrix m m ℂ) - H)⁻¹ * (a q)ᴴ)

/-- The hole (electron removal) part `⟨v, c_q (z - E + H)⁻¹ a_p v⟩`. -/
def holeGreen (H : Matrix m m ℂ) (a : ι → Matrix m m ℂ) (v : m → ℂ) (E : ℝ) (z : ℂ) :
    Matrix ι ι ℂ :=
  Matrix.of fun p q => expect v ((a q)ᴴ * ((z - E) • (1 : Matrix m m ℂ) + H)⁻¹ * a p)

/-- The commutator of an annihilator with the Hamiltonian: `[a_p, H] = ∑ h_ps a_s`. -/
theorem commutator_hamiltonian {a : ι → Matrix m m ℂ} (ha : IsCAR a) (h : Matrix ι ι ℂ)
    (p : ι) : a p * hamiltonian h a - hamiltonian h a * a p = ∑ s, h p s • a s := by
  -- one hopping term: exchange two anticommutators for a commutator
  have key : ∀ r s, a p * ((a r)ᴴ * a s) - (a r)ᴴ * a s * a p
      = if p = r then a s else 0 := by
    intro r s
    have e : a p * ((a r)ᴴ * a s) - (a r)ᴴ * a s * a p
        = (a p * (a r)ᴴ + (a r)ᴴ * a p) * a s - (a r)ᴴ * (a p * a s + a s * a p) := by
      noncomm_ring
    rw [e, ha.mixed, ha.anti]
    split_ifs <;> simp
  simp only [hamiltonian, Finset.mul_sum, Finset.sum_mul, mul_smul_comm, smul_mul_assoc,
    ← Finset.sum_sub_distrib, ← smul_sub, key]
  rw [Finset.sum_comm]
  simp

omit [DecidableEq ι] [DecidableEq m] in
/-- A Hermitian one-particle matrix gives a Hermitian many-body Hamiltonian. -/
theorem hamiltonian_isHermitian {h : Matrix ι ι ℂ} (hh : h.IsHermitian)
    (a : ι → Matrix m m ℂ) : (hamiltonian h a).IsHermitian := by
  unfold Matrix.IsHermitian hamiltonian
  simp only [Matrix.conjTranspose_sum, Matrix.conjTranspose_smul, Matrix.conjTranspose_mul,
    Matrix.conjTranspose_conjTranspose]
  rw [Finset.sum_comm]
  refine Finset.sum_congr rfl fun q _ => Finset.sum_congr rfl fun p _ => ?_
  rw [hh.apply q p]

/-- For Hermitian `A` and non-real `w`, the matrix `w - A` is invertible. -/
theorem isUnit_det_sub {A : Matrix m m ℂ} (hA : A.IsHermitian) {w : ℂ} (hw : w.im ≠ 0) :
    IsUnit (w • (1 : Matrix m m ℂ) - A).det := by
  rw [isUnit_iff_ne_zero]
  intro hdet
  obtain ⟨x, hx, hx0⟩ := Matrix.exists_mulVec_eq_zero_iff.mpr hdet
  have hA1 : A *ᵥ x = w • x := by
    rw [Matrix.sub_mulVec, Matrix.smul_mulVec, Matrix.one_mulVec, sub_eq_zero] at hx0
    exact hx0.symm
  -- evaluate `⟨x, A x⟩` with `A` acting to the right and to the left
  have h1 : star x ⬝ᵥ (A *ᵥ x) = w * (star x ⬝ᵥ x) := by
    rw [hA1, dotProduct_smul, smul_eq_mul]
  have h2 : star x ⬝ᵥ (A *ᵥ x) = star w * (star x ⬝ᵥ x) := by
    have h3 := Matrix.star_mulVec A x
    rw [hA.eq, hA1, star_smul] at h3
    rw [Matrix.dotProduct_mulVec, ← h3, smul_dotProduct, smul_eq_mul]
  have hs : star x ⬝ᵥ x ≠ 0 := fun h0 => hx (dotProduct_star_self_eq_zero.mp h0)
  have hw' : w = star w := mul_right_cancel₀ hs (h1.symm.trans h2)
  exact hw (Complex.conj_eq_iff_im.mp hw'.symm)

omit [DecidableEq m] in
/-- In an eigenstate of a Hermitian `H`, a factor `H` at either end of an expectation value
may be replaced by the energy. -/
theorem expect_eigenstate {H : Matrix m m ℂ} (hH : H.IsHermitian) {v : m → ℂ} {E : ℝ}
    (hv : H *ᵥ v = (E : ℂ) • v) (A : Matrix m m ℂ) :
    expect v (A * H) = E * expect v A ∧ expect v (H * A) = E * expect v A := by
  constructor
  · change star v ⬝ᵥ ((A * H) *ᵥ v) = E * (star v ⬝ᵥ (A *ᵥ v))
    rw [← Matrix.mulVec_mulVec, hv, Matrix.mulVec_smul, dotProduct_smul, smul_eq_mul]
  · change star v ⬝ᵥ ((H * A) *ᵥ v) = E * (star v ⬝ᵥ (A *ᵥ v))
    have hE : star (E : ℂ) = E := Complex.conj_ofReal E
    have hl := Matrix.star_mulVec H v
    rw [hH.eq, hv, star_smul, hE] at hl
    rw [← Matrix.mulVec_mulVec, Matrix.dotProduct_mulVec, ← hl, smul_dotProduct, smul_eq_mul]

/-- Equation of motion of the particle part: `(z - h)` times it is the matrix
`⟨v, a_p c_q v⟩`. -/
theorem particle_equation {a : ι → Matrix m m ℂ} (ha : IsCAR a) {h : Matrix ι ι ℂ}
    (hh : h.IsHermitian) {v : m → ℂ} {E : ℝ} (hv : hamiltonian h a *ᵥ v = (E : ℂ) • v)
    {z : ℂ} (hz : z.im ≠ 0) :
    (z • (1 : Matrix ι ι ℂ) - h) * particleGreen (hamiltonian h a) a v E z
      = Matrix.of fun p q => expect v (a p * (a q)ᴴ) := by
  have hH := hamiltonian_isHermitian hh a
  ext p q
  have key : ∀ R, ((z + E) • (1 : Matrix m m ℂ) - hamiltonian h a) * R = 1 →
      z * expect v (a p * R * (a q)ᴴ) - ∑ s, h p s * expect v (a s * R * (a q)ᴴ)
        = expect v (a p * (a q)ᴴ) := by
    intro R hR
    have hs : ∑ s, h p s * expect v (a s * R * (a q)ᴴ)
        = expect v ((a p * hamiltonian h a - hamiltonian h a * a p) * R * (a q)ᴴ) := by
      rw [commutator_hamiltonian ha, Finset.sum_mul, Finset.sum_mul, map_sum]
      refine Finset.sum_congr rfl fun s _ => ?_
      rw [smul_mul_assoc, smul_mul_assoc, map_smul, smul_eq_mul]
    have e1 : a p * (a q)ᴴ = (z + E) • (a p * R * (a q)ᴴ)
        - a p * hamiltonian h a * R * (a q)ᴴ := by
      calc a p * (a q)ᴴ
          = a p * (((z + E) • (1 : Matrix m m ℂ) - hamiltonian h a) * R) * (a q)ᴴ := by
            rw [hR, mul_one]
        _ = _ := by
            simp only [sub_mul, mul_sub, smul_mul_assoc, mul_smul_comm, one_mul, mul_assoc]
    have e2 : (a p * hamiltonian h a - hamiltonian h a * a p) * R * (a q)ᴴ
        = a p * hamiltonian h a * R * (a q)ᴴ - hamiltonian h a * (a p * R * (a q)ᴴ) := by
      simp only [sub_mul, mul_assoc]
    rw [hs, e1, e2, map_sub, map_sub, map_smul, (expect_eigenstate hH hv _).2, smul_eq_mul]
    ring
  rw [Matrix.sub_mul, Matrix.smul_mul, Matrix.one_mul, Matrix.sub_apply, Matrix.smul_apply,
    smul_eq_mul, Matrix.mul_apply]
  exact key _ (Matrix.mul_nonsing_inv _ (isUnit_det_sub hH (by simpa using hz)))

/-- Equation of motion of the hole part: `(z - h)` times it is the matrix
`⟨v, c_q a_p v⟩`. -/
theorem hole_equation {a : ι → Matrix m m ℂ} (ha : IsCAR a) {h : Matrix ι ι ℂ}
    (hh : h.IsHermitian) {v : m → ℂ} {E : ℝ} (hv : hamiltonian h a *ᵥ v = (E : ℂ) • v)
    {z : ℂ} (hz : z.im ≠ 0) :
    (z • (1 : Matrix ι ι ℂ) - h) * holeGreen (hamiltonian h a) a v E z
      = Matrix.of fun p q => expect v ((a q)ᴴ * a p) := by
  have hH := hamiltonian_isHermitian hh a
  ext p q
  have key : ∀ S, S * ((z - E) • (1 : Matrix m m ℂ) + hamiltonian h a) = 1 →
      z * expect v ((a q)ᴴ * S * a p) - ∑ s, h p s * expect v ((a q)ᴴ * S * a s)
        = expect v ((a q)ᴴ * a p) := by
    intro S hS
    have hs : ∑ s, h p s * expect v ((a q)ᴴ * S * a s)
        = expect v ((a q)ᴴ * S * (a p * hamiltonian h a - hamiltonian h a * a p)) := by
      rw [commutator_hamiltonian ha, Finset.mul_sum, map_sum]
      refine Finset.sum_congr rfl fun s _ => ?_
      rw [mul_smul_comm, map_smul, smul_eq_mul]
    have e1 : (a q)ᴴ * a p = (z - E) • ((a q)ᴴ * S * a p)
        + (a q)ᴴ * S * hamiltonian h a * a p := by
      calc (a q)ᴴ * a p
          = (a q)ᴴ * (S * ((z - E) • (1 : Matrix m m ℂ) + hamiltonian h a)) * a p := by
            rw [hS, mul_one]
        _ = _ := by
            simp only [add_mul, mul_add, smul_mul_assoc, mul_smul_comm, mul_one, mul_assoc]
    have e2 : (a q)ᴴ * S * (a p * hamiltonian h a - hamiltonian h a * a p)
        = (a q)ᴴ * S * a p * hamiltonian h a - (a q)ᴴ * S * hamiltonian h a * a p := by
      simp only [mul_sub, mul_assoc]
    rw [hs, e1, e2, map_add, map_sub, map_smul, (expect_eigenstate hH hv _).1, smul_eq_mul]
    ring
  have hdet := isUnit_det_sub hH.neg (w := z - E) (by simpa using hz)
  rw [sub_neg_eq_add] at hdet
  rw [Matrix.sub_mul, Matrix.smul_mul, Matrix.one_mul, Matrix.sub_apply, Matrix.smul_apply,
    smul_eq_mul, Matrix.mul_apply]
  exact key _ (Matrix.nonsing_inv_mul _ hdet)

/-- In every normalised eigenstate of a one-body Hamiltonian, the particle and hole parts of
the Green function add up to the one-particle resolvent `(z - h)⁻¹`. -/
theorem green_eq_resolvent {a : ι → Matrix m m ℂ} (ha : IsCAR a) {h : Matrix ι ι ℂ}
    (hh : h.IsHermitian) {v : m → ℂ} (hn : star v ⬝ᵥ v = 1) {E : ℝ}
    (hv : hamiltonian h a *ᵥ v = (E : ℂ) • v) {z : ℂ} (hz : z.im ≠ 0) :
    particleGreen (hamiltonian h a) a v E z + holeGreen (hamiltonian h a) a v E z
      = (z • (1 : Matrix ι ι ℂ) - h)⁻¹ := by
  symm
  apply Matrix.inv_eq_right_inv
  rw [Matrix.mul_add, particle_equation ha hh hv hz, hole_equation ha hh hv hz]
  ext p q
  -- the two source terms combine to the anticommutator
  change expect v (a p * (a q)ᴴ) + expect v ((a q)ᴴ * a p) = _
  rw [← map_add, ha.mixed, Matrix.one_apply]
  split_ifs
  · change star v ⬝ᵥ ((1 : Matrix m m ℂ) *ᵥ v) = 1
    rw [Matrix.one_mulVec, hn]
  · exact map_zero _

/-- Annihilation matrices of two fermionic modes on a four-dimensional Fock space. -/
def twoModes : Fin 2 → Matrix (Fin 4) (Fin 4) ℂ :=
  ![!![0, 0, 1, 0; 0, 0, 0, 1; 0, 0, 0, 0; 0, 0, 0, 0],
    !![0, 1, 0, 0; 0, 0, 0, 0; 0, 0, 0, -1; 0, 0, 0, 0]]

/-- The two modes, a hopping matrix and a superposition of the two singly occupied states
satisfy the anticommutation, Hermiticity, normalisation and eigenvalue conditions. -/
theorem green_eq_resolvent_witness :
    IsCAR twoModes ∧ (!![0, 12; 12, 7] : Matrix (Fin 2) (Fin 2) ℂ).IsHermitian ∧
    star (![0, 4 / 5, 3 / 5, 0] : Fin 4 → ℂ) ⬝ᵥ ![0, 4 / 5, 3 / 5, 0] = 1 ∧
    hamiltonian !![0, 12; 12, 7] twoModes *ᵥ ![0, 4 / 5, 3 / 5, 0]
      = ((16 : ℝ) : ℂ) • ![0, 4 / 5, 3 / 5, 0] := by
  refine ⟨⟨?_, ?_⟩, ?_, ?_, ?_⟩
  · intro p q
    ext i j
    fin_cases p <;> fin_cases q <;> fin_cases i <;> fin_cases j <;>
      simp [twoModes]
  · intro p q
    ext i j
    simp only [Matrix.add_apply, Matrix.mul_apply, Matrix.conjTranspose_apply,
      Fin.sum_univ_four]
    fin_cases p <;> fin_cases q <;> fin_cases i <;> fin_cases j <;>
      simp [twoModes]
  · ext i j
    fin_cases i <;> fin_cases j <;> simp
  · have h3 : (starRingEnd ℂ) 3 = 3 := Complex.conj_eq_iff_im.mpr (by simp)
    have h4 : (starRingEnd ℂ) 4 = 4 := Complex.conj_eq_iff_im.mpr (by simp)
    have h5 : (starRingEnd ℂ) 5 = 5 := Complex.conj_eq_iff_im.mpr (by simp)
    simp [dotProduct, Fin.sum_univ_four]
    change (starRingEnd ℂ) 4 / (starRingEnd ℂ) 5 * (4 / 5)
      + (starRingEnd ℂ) 3 / (starRingEnd ℂ) 5 * (3 / 5) = (1 : ℂ)
    rw [h3, h4, h5]
    norm_num
  · ext i
    fin_cases i <;>
      simp [hamiltonian, twoModes, Matrix.mulVec, dotProduct, Matrix.mul_apply,
        Fin.sum_univ_four, Fin.sum_univ_two] <;> norm_num

end

end FreeFermionGreenFunction
```

```lean
#print axioms FreeFermionGreenFunction.green_eq_resolvent
```

```
'FreeFermionGreenFunction.green_eq_resolvent' depends on axioms: [propext, Classical.choice, Quot.sound]
```

## How the proof follows the calculation

`commutator_hamiltonian` first proves the identity for one hopping term, where `noncomm_ring` checks the rearrangement into two anticommutators, and then sums over the terms. `hamiltonian_isHermitian` exchanges the two summation indices after taking the adjoint. `isUnit_det_sub` turns a vanishing determinant into a nonzero null vector and derives \(w=\bar w\). This matters because Lean assigns a value to the inverse of a singular matrix too; here the many-body inverses are genuine.

`expect_eigenstate` contains both replacements of \(H\) by \(E\). In `particle_equation`, the inner statement `key` holds for any `R` that is a right inverse of \(z+E-H\). Its equation `e1` inserts that product, `hs` recognises the sum over \(s\) as a commutator, and `e2` expands the commutator. After the eigenstate rule is applied, `ring` cancels the energy terms. `hole_equation` follows the same pattern with a left inverse `S` and with \(H\) moved to the right-hand end.

`green_eq_resolvent` adds the two equations, applies `ha.mixed`, and uses normalisation on the diagonal. `Matrix.inv_eq_right_inv` then identifies the sum as the inverse of \(z-h\).

Finally, `green_eq_resolvent_witness` checks the anticommutation, Hermiticity, normalisation and eigenvalue conditions for the two-orbital example. Its basis order is vacuum, orbital 1 occupied, orbital 0 occupied, both occupied, which is why the state appears as `![0, 4 / 5, 3 / 5, 0]`.
